# In a normalised orbital with quantum numbers l and m, the mean of 3cos²θ − 1 is −2(3m² − l(l+1))/((2l−1)(2l+3))

The theorem `orbital_quadrupole_eq` concerns the angular part of a single normalised orbital, and says that the mean of 3cos²θ − 1 equals the Stevens function 3m² − l(l+1) times −2/((2l−1)(2l+3)). The mean of cos²θ is not computed from an integral here: `meanCosSq` defines it as the sum of the squared matrix elements of cos θ to l+1 and l−1, given by their closed formula. What is proved is therefore an algebraic identity, stated for every natural l and every real m, though only whole m with |m| ≤ l belong to orbitals. The attempt factors the denominators 4(l+1)² − 1 and 4l² − 1, clears them with `field_simp`, and leaves the rest to `ring`.

As first written in Lean, the proof fails:

```lean
import Mathlib

open Finset

namespace HundQuadrupole

noncomputable section

/-- The Stevens function `3m² - l(l+1)` of an orbital with quantum numbers `l` and `m`. -/
def stevensO20 (l m : ℝ) : ℝ := 3 * m ^ 2 - l * (l + 1)

/-- The squared matrix element of `cos θ` between the orbitals `(l, m)` and `(l-1, m)`,
for `4l² ≠ 1`. -/
def cosElementSq (l m : ℝ) : ℝ := (l ^ 2 - m ^ 2) / (4 * l ^ 2 - 1)

/-- The mean of `cos² θ` in the orbital `(l, m)`, as the sum of the squared matrix elements
of `cos θ` to `l+1` and to `l-1`; the domain is natural `l`. -/
def meanCosSq (l : ℕ) (m : ℝ) : ℝ := cosElementSq (l + 1) m + cosElementSq l m

/-- For natural `l` the number `2l - 1` is not zero. -/
lemma two_mul_sub_one_ne_zero (l : ℕ) : 2 * (l : ℝ) - 1 ≠ 0 := by
  intro h
  have h2 : 2 * (l : ℝ) = 1 := by linarith
  have h3 : 2 * l = 1 := by exact_mod_cast h2
  omega

/-- In one orbital, the mean of `3 cos² θ - 1` is the Stevens function times `-2 / ((2l-1)(2l+3))`.
-/
theorem orbital_quadrupole_eq (l : ℕ) (m : ℝ) :
    3 * meanCosSq l m - 1 =
      -2 / ((2 * (l : ℝ) - 1) * (2 * l + 3)) * stevensO20 l m := by
  have h1 := two_mul_sub_one_ne_zero l
  have h2 : 2 * (l : ℝ) + 1 ≠ 0 := by positivity
  have h3 : 2 * (l : ℝ) + 3 ≠ 0 := by positivity
  -- factor the two denominators
  have e1 : 4 * ((l : ℝ) + 1) ^ 2 - 1 = (2 * l + 1) * (2 * l + 3) := by ring
  have e2 : 4 * (l : ℝ) ^ 2 - 1 = (2 * l - 1) * (2 * l + 1) := by ring
  unfold meanCosSq cosElementSq stevensO20
  rw [e1, e2]
  field_simp
  ring

end

end HundQuadrupole
```

Lean reports:

```
Try this:
  [apply] ring_nf
  
  The `ring` tactic failed to close the goal. Use `ring_nf` to obtain a normal form.
    
  Note that `ring` works primarily in *commutative* rings. If you have a noncommutative ring, abelian group or module, consider using `noncomm_ring`, `abel` or `module` instead.
Main.lean:31:65: error: unsolved goals
l : ℕ
m : ℝ
h1 : 2 * ↑l - 1 ≠ 0
h2 : 2 * ↑l + 1 ≠ 0
h3 : 2 * ↑l + 3 ≠ 0
e1 : 4 * (↑l + 1) ^ 2 - 1 = (2 * ↑l + 1) * (2 * ↑l + 3)
e2 : 4 * ↑l ^ 2 - 1 = (2 * ↑l - 1) * (2 * ↑l + 1)
⊢ -(↑l * 2) - ↑l * m ^ 2 * (-1 + ↑l * 2)⁻¹ * 6 - ↑l ^ 2 + ↑l ^ 2 * (-1 + ↑l * 2)⁻¹ * 9 + ↑l ^ 3 * (-1 + ↑l * 2)⁻¹ * 6 -
        m ^ 2 * 3 -
      m ^ 2 * (-1 + ↑l * 2)⁻¹ * 9 =
    -(↑l * m ^ 2 * (-1 + ↑l * 2)⁻¹ * 12) + ↑l * (-1 + ↑l * 2)⁻¹ * 2 + ↑l ^ 2 * (-1 + ↑l * 2)⁻¹ * 6 +
        ↑l ^ 3 * (-1 + ↑l * 2)⁻¹ * 4 -
      m ^ 2 * (-1 + ↑l * 2)⁻¹ * 6
```

Cause. The error shows the goal left over when `ring` failed, and the "Try this" message only offers `ring_nf`, which would not prove it. The goal still contains `(-1 + ↑l * 2)⁻¹`, so `field_simp` cleared 2l+1 and 2l+3 but not 2l−1, although `h1` says that this is nonzero. The messages don't show why `h1` went unused. `ring` can't make up for it, since it takes no hypotheses and so can't cancel 2l−1 against its inverse.

The repair makes the troublesome factor a variable `d`, with `hd` recording that it equals 2l−1. The denominators become products of `d`, `d + 2` and `d + 4`, through `e1`, `e2` and the new `e3`, which covers the right-hand side. `hl` replaces the remaining l by (d+1)/2, so that the whole goal is in `d` and `m`. `h1` now reads `d ≠ 0`, and `h2` and `h3` are proved again for the new factors, using l ≥ 0 from `h0`. With these `field_simp` clears every denominator, and `ring` proves the polynomial identity that remains. The reworded comment is mere tidying.

After these edits no error is left:

```diff
@@ -30,12 +30,25 @@
     3 * meanCosSq l m - 1 =
       -2 / ((2 * (l : ℝ) - 1) * (2 * l + 3)) * stevensO20 l m := by
-  have h1 := two_mul_sub_one_ne_zero l
-  have h2 : 2 * (l : ℝ) + 1 ≠ 0 := by positivity
-  have h3 : 2 * (l : ℝ) + 3 ≠ 0 := by positivity
-  -- factor the two denominators
-  have e1 : 4 * ((l : ℝ) + 1) ^ 2 - 1 = (2 * l + 1) * (2 * l + 3) := by ring
-  have e2 : 4 * (l : ℝ) ^ 2 - 1 = (2 * l - 1) * (2 * l + 1) := by ring
+  -- name the factor 2l - 1 and express everything through it
+  obtain ⟨d, hd⟩ : ∃ d : ℝ, d = 2 * (l : ℝ) - 1 := ⟨_, rfl⟩
+  have hl : (l : ℝ) = (d + 1) / 2 := by linarith
+  have h0 : (0 : ℝ) ≤ l := Nat.cast_nonneg l
+  have h1 : d ≠ 0 := by
+    rw [hd]
+    exact two_mul_sub_one_ne_zero l
+  have h2 : d + 2 ≠ 0 := ne_of_gt (by linarith)
+  have h3 : d + 4 ≠ 0 := ne_of_gt (by linarith)
+  -- factor the denominators
+  have e1 : 4 * ((l : ℝ) + 1) ^ 2 - 1 = (d + 2) * (d + 4) := by
+    rw [hd]
+    ring
+  have e2 : 4 * (l : ℝ) ^ 2 - 1 = d * (d + 2) := by
+    rw [hd]
+    ring
+  have e3 : (2 * (l : ℝ) - 1) * (2 * l + 3) = d * (d + 4) := by
+    rw [hd]
+    ring
   unfold meanCosSq cosElementSq stevensO20
-  rw [e1, e2]
+  rw [e1, e2, e3, hl]
   field_simp
   ring
```
